# With positive electrical conductivity in every snapshot, averaging Onsager coefficients first never lowers the thermal conductivity

**Q:** Take two equally weighted snapshots at temperature $T>0$. Both have charge-charge coefficient $1$ and heat-heat coefficient $s^2$, but their charge-heat coefficients are $s$ and $-s$, with $s\neq0$. You say that neither conducts heat, yet their average does. How?

**A:** Apply a thermal force $X=-\nabla T/T$ and let no charge flow. The first snapshot builds up a field $E=-sX$, so its heat current is $sE+s^2X=0$. The second builds up $E=+sX$, and its heat current vanishes too. In the averaged coefficients the cross terms cancel. No field builds up, the heat current is $s^2X$, and the conductivity is $s^2/T$.

In Lean 4 with Mathlib:

```lean
import Mathlib

open Finset

namespace OnsagerSnapshotAveraging

noncomputable section
```

**Q:** Which physics is in the definitions?

**A:** A snapshot is three real numbers, $a_i,b_i,c_i$, stored as `L11`, `L12`, `L22`. Using `L12` in both currents builds in Onsager symmetry. The field $E$ is the electrochemical one: it includes the contribution of the chemical-potential gradient.

```lean
/-- The Onsager coefficients of one snapshot: charge-charge `L11`, charge-heat `L12`
and heat-heat `L22`. -/
structure Onsager where
  L11 : ℝ
  L12 : ℝ
  L22 : ℝ

/-- Charge current driven by the electric field `E` and the thermal force `X = -∇T/T`. -/
def chargeCurrent (L : Onsager) (E X : ℝ) : ℝ := L.L11 * E + L.L12 * X

/-- Heat current driven by the electric field `E` and the thermal force `X = -∇T/T`. -/
def heatCurrent (L : Onsager) (E X : ℝ) : ℝ := L.L12 * E + L.L22 * X
```

The Peltier coefficient is $\Pi_i=b_i/a_i$, and the electronic thermal conductivity is $\kappa_i=(c_i-b_i^2/a_i)/T$.

```lean
/-- Peltier coefficient `L12 / L11`, for `L11 ≠ 0`. -/
def peltier (L : Onsager) : ℝ := L.L12 / L.L11

/-- Electronic thermal conductivity `(L22 - L12² / L11) / T`, for `L11 ≠ 0` and `T ≠ 0`. -/
def kappa (T : ℝ) (L : Onsager) : ℝ := (L.L22 - L.L12 ^ 2 / L.L11) / T
```

For weights $p_i$, `average` forms $A=\sum_i p_ia_i$, $B=\sum_i p_ib_i$ and $C=\sum_i p_ic_i$. These are means when the weights sum to one, but the theorems don't need that. I write $\Pi=B/A$ and $\kappa=(C-B^2/A)/T$ for the averaged coefficients.

```lean
variable {ι : Type*} [Fintype ι]

/-- Weighted sum of the Onsager coefficients over snapshots; it is their mean when the
weights sum to one. -/
def average (p : ι → ℝ) (L : ι → Onsager) : Onsager where
  L11 := ∑ i, p i * (L i).L11
  L12 := ∑ i, p i * (L i).L12
  L22 := ∑ i, p i * (L i).L22
```

**Q:** You have simply defined $\kappa$. Is it what one measures at open circuit?

**A:** It is the electronic part of it, within linear response; heat carried by the lattice is not included. Zero charge current, $aE+bX=0$, gives $E=-(b/a)X$. The heat current is then $bE+cX=(c-b^2/a)X=\kappa\,(TX)$, and $TX=-\nabla T$. The proof solves for $E$ in `hE` and substitutes it.

```lean
/-- If `L11` and `T` are nonzero and no charge current flows, the field is minus the Peltier
coefficient times the thermal force `X`, and the heat current is `kappa` times `T X = -∇T`. -/
theorem open_circuit (L : Onsager) (T E X : ℝ) (hL : L.L11 ≠ 0) (hT : T ≠ 0)
    (hJ : chargeCurrent L E X = 0) :
    E = -(peltier L * X) ∧ heatCurrent L E X = kappa T L * (T * X) := by
  have hE : E = -(peltier L * X) := by
    unfold chargeCurrent at hJ
    unfold peltier
    field_simp
    linarith
  refine ⟨hE, ?_⟩
  -- insert the compensating field into the heat current
  rw [hE]
  unfold heatCurrent kappa peltier
  field_simp
  ring
```

**Q:** What happens to the Peltier coefficient under averaging?

**A:** Since $p_i>0$ and $a_i>0$ in a nonempty finite family, $A>0$ and we may divide by it.

```lean
/-- With positive weights and positive `L11` in every snapshot of a nonempty family,
the averaged `L11` is positive. -/
theorem average_L11_pos [Nonempty ι] (p : ι → ℝ) (L : ι → Onsager)
    (hp : ∀ i, 0 < p i) (hL : ∀ i, 0 < (L i).L11) : 0 < (average p L).L11 :=
  Finset.sum_pos (fun i _ => mul_pos (hp i) (hL i)) Finset.univ_nonempty
```

Then $A\Pi=B=\sum_i p_ib_i=\sum_i p_ia_i\Pi_i$, so $\Pi$ is the mean of the $\Pi_i$ weighted by conductivity. The proof matches the two sums term by term.

```lean
/-- For positive weights and positive `L11`, the Peltier coefficient of the averaged
coefficients is the mean of the snapshot values weighted by `p i * L11`. -/
theorem peltier_average [Nonempty ι] (p : ι → ℝ) (L : ι → Onsager)
    (hp : ∀ i, 0 < p i) (hL : ∀ i, 0 < (L i).L11) :
    (average p L).L11 * peltier (average p L)
      = ∑ i, p i * (L i).L11 * peltier (L i) := by
  have hA := (average_L11_pos p L hp hL).ne'
  have h1 : (average p L).L11 * peltier (average p L) = (average p L).L12 := by
    unfold peltier
    field_simp
  rw [h1]
  show ∑ i, p i * (L i).L12 = _
  refine Finset.sum_congr rfl fun i _ => ?_
  have hi := (hL i).ne'
  unfold peltier
  field_simp
```

**Q:** And the conductivity?

**A:** Expand the squared spread, using $a_i\Pi_i=b_i$ and $B=A\Pi$:

$$\sum_i p_ia_i(\Pi_i-\Pi)^2=\sum_i p_i\frac{b_i^2}{a_i}-2\Pi B+\Pi^2A=\sum_i p_i\frac{b_i^2}{a_i}-\frac{B^2}{A}.$$

Because $C=\sum_i p_ic_i$, the heat-heat terms cancel in the difference of conductivities, leaving

$$\kappa-\sum_i p_i\kappa_i=\frac1T\sum_i p_ia_i(\Pi_i-\Pi)^2.$$

In the code `m` is $\Pi$. Step `h1` expands one square, `h2` sums the expansions, and `h3` pulls out $1/T$.

```lean
/-- For positive weights and positive `L11`, the conductivity of the averaged coefficients
exceeds the averaged conductivity by the weighted squared spread of the Peltier coefficients,
divided by `T`. -/
theorem kappa_excess [Nonempty ι] (T : ℝ) (p : ι → ℝ) (L : ι → Onsager)
    (hp : ∀ i, 0 < p i) (hL : ∀ i, 0 < (L i).L11) :
    kappa T (average p L) - ∑ i, p i * kappa T (L i)
      = (∑ i, p i * (L i).L11 * (peltier (L i) - peltier (average p L)) ^ 2) / T := by
  have hA := (average_L11_pos p L hp hL).ne'
  obtain ⟨m, hm⟩ : ∃ m, m = peltier (average p L) := ⟨_, rfl⟩
  have hB : (average p L).L12 = m * (average p L).L11 := by
    rw [hm]
    unfold peltier
    field_simp
  have hBA : (average p L).L12 ^ 2 / (average p L).L11 = m ^ 2 * (average p L).L11 := by
    rw [hB]
    field_simp
  -- expand the square snapshot by snapshot, then sum
  have h1 : ∀ i, p i * (L i).L11 * (peltier (L i) - m) ^ 2
      = p i * (L i).L22 - p i * ((L i).L22 - (L i).L12 ^ 2 / (L i).L11)
        - 2 * m * (p i * (L i).L12) + m ^ 2 * (p i * (L i).L11) := by
    intro i
    have hi := (hL i).ne'
    unfold peltier
    field_simp
    ring
  have h2 : ∑ i, p i * (L i).L11 * (peltier (L i) - m) ^ 2
      = (average p L).L22 - ∑ i, p i * ((L i).L22 - (L i).L12 ^ 2 / (L i).L11)
        - 2 * m * (average p L).L12 + m ^ 2 * (average p L).L11 := by
    simp only [h1, Finset.sum_add_distrib, Finset.sum_sub_distrib, ← Finset.mul_sum, average]
  have h3 : ∑ i, p i * kappa T (L i)
      = (∑ i, p i * ((L i).L22 - (L i).L12 ^ 2 / (L i).L11)) / T := by
    rw [Finset.sum_div]
    refine Finset.sum_congr rfl fun i _ => ?_
    unfold kappa
    ring
  rw [← hm, h3, h2, kappa, hBA, hB]
  ring
```

**Q:** So the sign is settled. When are the two procedures equal?

**A:** Exactly when all $\Pi_i$ agree. For $T>0$ every term on the right is nonnegative, which gives the inequality. If the sum vanishes, each term does, and $p_ia_i>0$ forces $\Pi_i=\Pi$. Conversely, if all $\Pi_i$ equal one value, so does their weighted mean $\Pi$, and the spread is zero. The three bullets of the proof are these three arguments; the last uses `peltier_average`.

```lean
/-- For `T > 0`, positive weights and positive `L11`, averaging the Onsager coefficients first
never lowers the thermal conductivity, and leaves it unchanged exactly when all snapshots have
the same Peltier coefficient. -/
theorem average_kappa_le [Nonempty ι] (T : ℝ) (hT : 0 < T) (p : ι → ℝ) (L : ι → Onsager)
    (hp : ∀ i, 0 < p i) (hL : ∀ i, 0 < (L i).L11) :
    ∑ i, p i * kappa T (L i) ≤ kappa T (average p L) ∧
    (∑ i, p i * kappa T (L i) = kappa T (average p L) ↔
      ∀ i j, peltier (L i) = peltier (L j)) := by
  have hgap := kappa_excess T p L hp hL
  have hterm : ∀ i ∈ (Finset.univ : Finset ι),
      0 ≤ p i * (L i).L11 * (peltier (L i) - peltier (average p L)) ^ 2 :=
    fun i _ => mul_nonneg (mul_pos (hp i) (hL i)).le (sq_nonneg _)
  refine ⟨?_, ?_, ?_⟩
  · have h := div_nonneg (Finset.sum_nonneg hterm) hT.le
    linarith
  · -- a vanishing excess forces every snapshot to the common value
    intro h
    rw [h, sub_self] at hgap
    have hsum := (div_eq_zero_iff.mp hgap.symm).resolve_right hT.ne'
    have hall : ∀ i, peltier (L i) = peltier (average p L) := by
      intro i
      have hi := (Finset.sum_eq_zero_iff_of_nonneg hterm).mp hsum i (Finset.mem_univ i)
      have hsq := (mul_eq_zero.mp hi).resolve_left (mul_pos (hp i) (hL i)).ne'
      exact sub_eq_zero.mp (pow_eq_zero_iff two_ne_zero |>.mp hsq)
    intro i j
    rw [hall i, hall j]
  · -- a common Peltier coefficient is inherited by the average
    intro h
    have hall : ∀ j, peltier (average p L) = peltier (L j) := by
      intro j
      apply mul_left_cancel₀ (average_L11_pos p L hp hL).ne'
      rw [peltier_average p L hp hL]
      show _ = (∑ i, p i * (L i).L11) * peltier (L j)
      rw [Finset.sum_mul]
      exact Finset.sum_congr rfl fun i _ => by rw [h i j]
    have hzero : ∑ i, p i * (L i).L11 * (peltier (L i) - peltier (average p L)) ^ 2 = 0 :=
      Finset.sum_eq_zero fun i _ => by rw [hall i]; ring
    rw [hzero, zero_div] at hgap
    linarith
```

**Q:** Do you need $a_i>0$ in every snapshot?

**A:** Nonzero $a_i$ with a positive average would not be enough. Take equal weights $1/2$ and $(a,b,c)=(3,0,0)$ and $(-1,1,0)$. The conductivities are $0$ and $1/T$, with mean $1/(2T)$, but $A=1$, $B=1/2$, $C=0$ give $-1/(4T)$. This is a purely algebraic counterexample: the second snapshot has negative electrical conductivity, which the second law forbids.

**Q:** How large is the excess for two snapshots?

**A:** Call the weights $p,q$ and set $\Delta=\Pi_1-\Pi_2$. Then $\Pi_1-\Pi=qa_2\Delta/A$ and $\Pi_2-\Pi=-pa_1\Delta/A$, so the spread is

$$\frac{pa_1q^2a_2^2+qa_2p^2a_1^2}{A^2}\Delta^2=\frac{pq\,a_1a_2}{A}\Delta^2,\qquad A=pa_1+qa_2.$$

Dividing by $T$ gives the excess. The code checks the same formula directly, by clearing denominators in `key`.

```lean
/-- For two snapshots with positive weights and positive `L11`, the excess conductivity is
proportional to the squared difference of their Peltier coefficients. -/
theorem two_snapshot_excess (T p q : ℝ) (L M : Onsager) (hp : 0 < p) (hq : 0 < q)
    (hL : 0 < L.L11) (hM : 0 < M.L11) :
    kappa T (average ![p, q] ![L, M]) - (p * kappa T L + q * kappa T M)
      = p * q * L.L11 * M.L11 * (peltier L - peltier M) ^ 2
        / (p * L.L11 + q * M.L11) / T := by
  have hA : p * L.L11 + q * M.L11 ≠ 0 := by positivity
  have key : (p * L.L22 + q * M.L22)
        - (p * L.L12 + q * M.L12) ^ 2 / (p * L.L11 + q * M.L11)
        - (p * (L.L22 - L.L12 ^ 2 / L.L11) + q * (M.L22 - M.L12 ^ 2 / M.L11))
      = p * q * L.L11 * M.L11 * (L.L12 / L.L11 - M.L12 / M.L11) ^ 2
        / (p * L.L11 + q * M.L11) := by
    field_simp
    ring
  simp only [average, kappa, peltier, Fin.sum_univ_two, Matrix.cons_val_zero,
    Matrix.cons_val_one]
  rw [← key]
  ring
```

The opening example is the last theorem; its proof evaluates the definitions.

```lean
/-- Two snapshots with opposite `L12 = ± s`, `L11 = 1` and `L22 = s²` each have zero thermal
conductivity, while their equally weighted mean coefficients give `s² / T`. -/
theorem opposite_snapshots (T s : ℝ) :
    kappa T ⟨1, s, s ^ 2⟩ = 0 ∧ kappa T ⟨1, -s, s ^ 2⟩ = 0 ∧
    kappa T (average ![1 / 2, 1 / 2] ![⟨1, s, s ^ 2⟩, ⟨1, -s, s ^ 2⟩]) = s ^ 2 / T := by
  refine ⟨by simp [kappa], by simp [kappa], ?_⟩
  simp only [average, kappa, Fin.sum_univ_two, Matrix.cons_val_zero, Matrix.cons_val_one]
  ring

end

end OnsagerSnapshotAveraging
```

```lean
#print axioms OnsagerSnapshotAveraging.open_circuit
-- 'OnsagerSnapshotAveraging.open_circuit' depends on axioms: [propext, Classical.choice, Quot.sound]
#print axioms OnsagerSnapshotAveraging.average_kappa_le
-- 'OnsagerSnapshotAveraging.average_kappa_le' depends on axioms: [propext, Classical.choice, Quot.sound]
#print axioms OnsagerSnapshotAveraging.two_snapshot_excess
-- 'OnsagerSnapshotAveraging.two_snapshot_excess' depends on axioms: [propext, Classical.choice, Quot.sound]
#print axioms OnsagerSnapshotAveraging.opposite_snapshots
-- 'OnsagerSnapshotAveraging.opposite_snapshots' depends on axioms: [propext, Classical.choice, Quot.sound]
```

**Q:** What does this tell someone running Kubo-Greenwood calculations?

**A:** For finitely many ionic snapshots with scalar coefficients at one common temperature, it fixes the sign of the difference between the two orders of averaging. The coefficients are inputs: they are not derived from the Kubo-Greenwood formula, and tensor coefficients are not treated. Nor does the inequality say which order is physically right. Averaging first imposes one field on all snapshots and zero mean current; averaging the $\kappa_i$ puts each snapshot at open circuit separately.
